# Spin interpolation in the electron gas: the rounded constant 1.709921 and the curvature at full polarization

The PW92 constant 1.709921 differs from the exact curvature of the spin interpolation function f at zero polarization by a nonzero amount below 10⁻⁷. As full polarization is approached from below, the slope of f stays finite while its curvature tends to infinity. PW92 is the Perdew–Wang parametrization of the correlation energy of the uniform electron gas. The curvature of f enters when a functional built on f is differentiated twice with respect to the spin densities; here only the dependence on polarization at fixed density is treated.

```lean
import Mathlib

open Filter Topology Set

namespace SpinInterpolation

noncomputable section
```

For relative spin polarization z in [−1, 1], put D = 2^(4/3) − 2 and

f(z) = [(1+z)^(4/3) + (1−z)^(4/3) − 2] / D.

In Lean, f is `spinInterp`, a function on all reals; only the physical range matters here.

```lean
/-- The spin interpolation function of the uniform electron gas, as a function of the
relative spin polarization `z` in `[-1, 1]`. -/
def spinInterp (z : ℝ) : ℝ :=
  ((1 + z) ^ (4 / 3 : ℝ) + (1 - z) ^ (4 / 3 : ℝ) - 2) / ((2 : ℝ) ^ (4 / 3 : ℝ) - 2)
```

The PW92 form, an approximate interpolation in z at fixed density, takes the correlation energy per electron to be

E(z) = e0 + a f(z)(1−z⁴)/c + (e1−e0) f(z) z⁴.

Here e0 and e1 are the unpolarized and fully polarized energies. The spin stiffness a is the curvature that E should have at z = 0, and c is the number used for f″(0). All four are real parameters, arbitrary except that c ≠ 0, with no density dependence or fitted values.

```lean
/-- The PW92 form of the correlation energy per electron at fixed density, for `z` in `[-1, 1]`:
`e0` and `e1` are the unpolarized and fully polarized energies, `a` is the spin stiffness, and
`c ≠ 0` is the number used for the curvature of the interpolation function at `z = 0`. -/
def pwEnergy (c e0 e1 a z : ℝ) : ℝ :=
  e0 + a * spinInterp z / c * (1 - z ^ 4) + (e1 - e0) * spinInterp z * z ^ 4
```

### (a) The denominator

With t = 2^(1/3), show that

2^(4/3) = 2t.

Split the exponent as 4/3 = 1 + 1/3. Hence D = 2(t−1).

```lean
/-- Two to the power 4/3 is twice the cube root of two. -/
theorem two_rpow_four_thirds : (2 : ℝ) ^ (4 / 3 : ℝ) = 2 * (2 : ℝ) ^ (1 / 3 : ℝ) := by
  rw [show (4 / 3 : ℝ) = 1 + 1 / 3 by norm_num, Real.rpow_add two_pos, Real.rpow_one]
```

### (b) The cube root of two

Show that

1.2599210498 < t < 1.25992105.

The cubes of the two decimals are about 2 − 4.5·10⁻¹⁰ and 2 + 5.0·10⁻¹⁰, while t³ = 2. Cubing preserves order on nonnegative numbers, so the bounds follow.

```lean
/-- Decimal bounds on the cube root of two. -/
theorem cbrt_two_bounds :
    1.2599210498 < (2 : ℝ) ^ (1 / 3 : ℝ) ∧ (2 : ℝ) ^ (1 / 3 : ℝ) < 1.25992105 := by
  have h3 : ((2 : ℝ) ^ (1 / 3 : ℝ)) ^ 3 = 2 := by
    rw [← Real.rpow_natCast, ← Real.rpow_mul (by norm_num)]
    norm_num
  have h0 : (0 : ℝ) ≤ (2 : ℝ) ^ (1 / 3 : ℝ) := by positivity
  -- compare cubes
  exact ⟨lt_of_pow_lt_pow_left₀ 3 h0 (by rw [h3]; norm_num),
    lt_of_pow_lt_pow_left₀ 3 (by norm_num) (by rw [h3]; norm_num)⟩
```

### (c) The slope

For −1 < z < 1, show that

f′(z) = (4/3)[(1+z)^(1/3) − (1−z)^(1/3)] / D.

Apply the chain rule to each power; the inner derivative of 1−z supplies the minus sign. `HasDerivAt` says that f is differentiable at z with this derivative.

```lean
/-- The first derivative of the interpolation function at partial polarization. -/
theorem hasDerivAt_spinInterp {z : ℝ} (hl : -1 < z) (hr : z < 1) :
    HasDerivAt spinInterp (4 / 3 * ((1 + z) ^ (1 / 3 : ℝ) - (1 - z) ^ (1 / 3 : ℝ)) /
      ((2 : ℝ) ^ (4 / 3 : ℝ) - 2)) z := by
  have h1 : HasDerivAt (fun x : ℝ => (1 + x) ^ (4 / 3 : ℝ))
      (1 * (4 / 3) * (1 + z) ^ ((4 / 3 : ℝ) - 1)) z :=
    ((hasDerivAt_id' z).const_add 1).rpow_const (Or.inl (show (0 : ℝ) < 1 + z by linarith).ne')
  have h2 : HasDerivAt (fun x : ℝ => (1 - x) ^ (4 / 3 : ℝ))
      (-1 * (4 / 3) * (1 - z) ^ ((4 / 3 : ℝ) - 1)) z :=
    ((hasDerivAt_id' z).const_sub 1).rpow_const (Or.inl (show (0 : ℝ) < 1 - z by linarith).ne')
  have h := ((h1.fun_add h2).sub_const 2).div_const ((2 : ℝ) ^ (4 / 3 : ℝ) - 2)
  refine h.congr_deriv ?_
  rw [show (4 / 3 : ℝ) - 1 = 1 / 3 by norm_num]
  ring
```

### (d) The curvature

For −1 < z < 1, show that

f″(z) = (4/9)[(1+z)^(−2/3) + (1−z)^(−2/3)] / D.

Differentiate (c); the two minus signs in the second term cancel. Lean differentiates the actual function `deriv spinInterp`, which agrees with the formula in (c) throughout a neighbourhood of z.

```lean
/-- The second derivative of the interpolation function at partial polarization. -/
theorem hasDerivAt_deriv_spinInterp {z : ℝ} (hl : -1 < z) (hr : z < 1) :
    HasDerivAt (deriv spinInterp)
      (4 / 9 * ((1 + z) ^ (-(2 / 3) : ℝ) + (1 - z) ^ (-(2 / 3) : ℝ)) /
        ((2 : ℝ) ^ (4 / 3 : ℝ) - 2)) z := by
  have h1 : HasDerivAt (fun x : ℝ => (1 + x) ^ (1 / 3 : ℝ))
      (1 * (1 / 3) * (1 + z) ^ ((1 / 3 : ℝ) - 1)) z :=
    ((hasDerivAt_id' z).const_add 1).rpow_const (Or.inl (show (0 : ℝ) < 1 + z by linarith).ne')
  have h2 : HasDerivAt (fun x : ℝ => (1 - x) ^ (1 / 3 : ℝ))
      (-1 * (1 / 3) * (1 - z) ^ ((1 / 3 : ℝ) - 1)) z :=
    ((hasDerivAt_id' z).const_sub 1).rpow_const (Or.inl (show (0 : ℝ) < 1 - z by linarith).ne')
  have h := ((h1.fun_sub h2).const_mul (4 / 3)).div_const ((2 : ℝ) ^ (4 / 3 : ℝ) - 2)
  refine (h.congr_of_eventuallyEq ?_).congr_deriv ?_
  · filter_upwards [Ioo_mem_nhds hl hr] with x hx
    exact (hasDerivAt_spinInterp hx.1 hx.2).deriv
  · rw [show (1 / 3 : ℝ) - 1 = -(2 / 3) by norm_num]
    ring
```

### (e) The rounding error

Show that

6·10⁻⁸ < 1.709921 − f″(0) < 7·10⁻⁸.

At z = 0 both powers in (d) equal 1, so

f″(0) = (8/9)/D = 4/(9(t−1)).

By (b), this lies between 1.70992093 and 1.70992094. Subtract from 1.709921.

```lean
/-- The PW92 constant 1.709921 exceeds the exact curvature of the interpolation function at
zero polarization by an amount between 6e-8 and 7e-8. -/
theorem pw92_constant_error :
    6e-8 < 1.709921 - deriv (deriv spinInterp) 0 ∧
      1.709921 - deriv (deriv spinInterp) 0 < 7e-8 := by
  obtain ⟨hl, hu⟩ := cbrt_two_bounds
  have hpos : 0 < 9 * ((2 : ℝ) ^ (1 / 3 : ℝ) - 1) := by linarith
  have e : deriv (deriv spinInterp) 0 = 4 / (9 * ((2 : ℝ) ^ (1 / 3 : ℝ) - 1)) := by
    rw [(hasDerivAt_deriv_spinInterp (by norm_num) (by norm_num)).deriv, add_zero, sub_zero,
      Real.one_rpow, two_rpow_four_thirds,
      div_eq_div_iff (by linarith : (0 : ℝ) < 2 * (2 : ℝ) ^ (1 / 3 : ℝ) - 2).ne' hpos.ne']
    ring
  have h1 : 4 / (9 * ((2 : ℝ) ^ (1 / 3 : ℝ) - 1)) < 1.70992094 := by
    rw [div_lt_iff₀ hpos]; linarith
  have h2 : 1.70992093 < 4 / (9 * ((2 : ℝ) ^ (1 / 3 : ℝ) - 1)) := by
    rw [lt_div_iff₀ hpos]; linarith
  rw [e]
  constructor <;> linarith
```

### (f) A finite slope at the endpoint

Show that, as z → 1 from below,

f′(z) → 2t/(3(t−1)).

The formula in (c) is continuous at z = 1, where it gives (4/3)(t−0)/(2(t−1)). The filter `𝓝[<] 1` expresses the approach from below.

```lean
/-- The slope of the interpolation function has a finite limit as full polarization is
approached from below. -/
theorem tendsto_slope : Tendsto (deriv spinInterp) (𝓝[<] 1)
    (𝓝 (2 * (2 : ℝ) ^ (1 / 3 : ℝ) / (3 * ((2 : ℝ) ^ (1 / 3 : ℝ) - 1)))) := by
  have ht := cbrt_two_bounds.1
  have hA : Continuous (fun x : ℝ => (1 + x) ^ (1 / 3 : ℝ)) :=
    (continuous_const.add continuous_id).rpow_const (fun _ => Or.inr (by norm_num))
  have hB : Continuous (fun x : ℝ => (1 - x) ^ (1 / 3 : ℝ)) :=
    (continuous_const.sub continuous_id).rpow_const (fun _ => Or.inr (by norm_num))
  have key := ((((hA.tendsto 1).sub (hB.tendsto 1)).const_mul (4 / 3)).div_const
    ((2 : ℝ) ^ (4 / 3 : ℝ) - 2)).mono_left (nhdsWithin_le_nhds (s := Iio 1))
  have e : 4 / 3 * ((1 + 1 : ℝ) ^ (1 / 3 : ℝ) - (1 - 1 : ℝ) ^ (1 / 3 : ℝ)) /
      ((2 : ℝ) ^ (4 / 3 : ℝ) - 2) =
      2 * (2 : ℝ) ^ (1 / 3 : ℝ) / (3 * ((2 : ℝ) ^ (1 / 3 : ℝ) - 1)) := by
    rw [one_add_one_eq_two, sub_self (1 : ℝ), Real.zero_rpow (by norm_num), two_rpow_four_thirds,
      div_eq_div_iff (by linarith : (0 : ℝ) < 2 * (2 : ℝ) ^ (1 / 3 : ℝ) - 2).ne'
        (by linarith : (0 : ℝ) < 3 * ((2 : ℝ) ^ (1 / 3 : ℝ) - 1)).ne']
    ring
  rw [← e]
  refine key.congr' ?_
  filter_upwards [Ioo_mem_nhdsLT (show (-1 : ℝ) < 1 by norm_num)] with x hx
  exact (hasDerivAt_spinInterp hx.1 hx.2).deriv.symm
```

### (g) The amplitude of the singularity

Show that, in the same limit,

(1−z)^(2/3) f″(z) → 2/(9(t−1)).

By (d), the left side equals

(4/9)[(1−z)^(2/3)(1+z)^(−2/3) + 1] / D.

The first term in the bracket vanishes, leaving (4/9)/(2(t−1)).

```lean
/-- As full polarization `z = 1` is approached from below, the curvature, multiplied by
`(1 - z) ^ (2/3)`, tends to a finite amplitude. -/
theorem tendsto_scaled_curvature :
    Tendsto (fun z : ℝ => (1 - z) ^ (2 / 3 : ℝ) * deriv (deriv spinInterp) z) (𝓝[<] 1)
      (𝓝 (2 / (9 * ((2 : ℝ) ^ (1 / 3 : ℝ) - 1)))) := by
  have ht := cbrt_two_bounds.1
  have hA : Continuous (fun x : ℝ => (1 - x) ^ (2 / 3 : ℝ)) :=
    (continuous_const.sub continuous_id).rpow_const (fun _ => Or.inr (by norm_num))
  have hB : ContinuousAt (fun x : ℝ => (1 + x) ^ (-(2 / 3) : ℝ)) 1 :=
    (continuousAt_const.add continuousAt_id).rpow_const (Or.inl (by norm_num))
  have key := (((((hA.tendsto 1).mul hB.tendsto).add_const 1).const_mul (4 / 9)).div_const
    ((2 : ℝ) ^ (4 / 3 : ℝ) - 2)).mono_left (nhdsWithin_le_nhds (s := Iio 1))
  have e : 4 / 9 * ((1 - 1 : ℝ) ^ (2 / 3 : ℝ) * (1 + 1 : ℝ) ^ (-(2 / 3) : ℝ) + 1) /
      ((2 : ℝ) ^ (4 / 3 : ℝ) - 2) = 2 / (9 * ((2 : ℝ) ^ (1 / 3 : ℝ) - 1)) := by
    rw [sub_self (1 : ℝ), Real.zero_rpow (by norm_num), two_rpow_four_thirds,
      div_eq_div_iff (by linarith : (0 : ℝ) < 2 * (2 : ℝ) ^ (1 / 3 : ℝ) - 2).ne'
        (by linarith : (0 : ℝ) < 9 * ((2 : ℝ) ^ (1 / 3 : ℝ) - 1)).ne']
    ring
  rw [← e]
  refine key.congr' ?_
  filter_upwards [Ioo_mem_nhdsLT (show (-1 : ℝ) < 1 by norm_num)] with x hx
  -- the singular power cancels against the prefactor
  have h : (1 - x) ^ (2 / 3 : ℝ) * (1 - x) ^ (-(2 / 3) : ℝ) = 1 := by
    rw [← Real.rpow_add (by linarith [hx.2]), add_neg_cancel, Real.rpow_zero]
  rw [(hasDerivAt_deriv_spinInterp hx.1 hx.2).deriv]
  linear_combination (-(4 / 9) / ((2 : ℝ) ^ (4 / 3 : ℝ) - 2)) * h
```

### (h) The divergence

Show that, in the same limit,

f″(z) → +∞.

Write f″(z) as the product in (g) times (1−z)^(−2/3). The first factor has a positive limit and the second tends to +∞.

```lean
/-- The curvature of the interpolation function tends to infinity as full polarization is
approached from below. -/
theorem tendsto_curvature_atTop : Tendsto (deriv (deriv spinInterp)) (𝓝[<] 1) atTop := by
  have ht := cbrt_two_bounds.1
  have hA : Continuous (fun x : ℝ => (1 - x) ^ (2 / 3 : ℝ)) :=
    (continuous_const.sub continuous_id).rpow_const (fun _ => Or.inr (by norm_num))
  have hz : Tendsto (fun x : ℝ => (1 - x) ^ (2 / 3 : ℝ)) (𝓝[<] 1) (𝓝 0) := by
    have h := (hA.tendsto 1).mono_left (nhdsWithin_le_nhds (s := Iio 1))
    rwa [sub_self (1 : ℝ), Real.zero_rpow (by norm_num)] at h
  have hpos : ∀ᶠ x : ℝ in 𝓝[<] 1, 0 < (1 - x) ^ (2 / 3 : ℝ) := by
    filter_upwards [self_mem_nhdsWithin] with x hx
    exact Real.rpow_pos_of_pos (sub_pos.2 hx) _
  have hinv : Tendsto (fun x : ℝ => ((1 - x) ^ (2 / 3 : ℝ))⁻¹) (𝓝[<] 1) atTop :=
    tendsto_inv_nhdsGT_zero.comp (tendsto_nhdsWithin_iff.2 ⟨hz, hpos⟩)
  refine (Filter.Tendsto.pos_mul_atTop (div_pos two_pos (by linarith))
    tendsto_scaled_curvature hinv).congr' ?_
  filter_upwards [hpos] with x hx
  rw [mul_comm ((1 - x) ^ (2 / 3 : ℝ)), mul_assoc, mul_inv_cancel₀ hx.ne', mul_one]
```

### (i) The curvature of the energy

For c ≠ 0, show that

c E″(0) = a f″(0).

Collect terms as E = e0 + f g, where g(z) = a/c + k z⁴ and k = e1 − e0 − a/c. The product rule, used twice, gives

E″ = f″g + 2f′g′ + f g″.

Since g(0) = a/c and g′(0) = g″(0) = 0, E″(0) = f″(0)a/c. In the special case c = f″(0), the curvature is exactly a.

```lean
/-- If the PW92 form divides by a nonzero constant `c`, then `c` times its curvature at zero
polarization is the spin stiffness times the exact curvature of the interpolation function. -/
theorem pwEnergy_curvature {c : ℝ} (hc : c ≠ 0) (e0 e1 a : ℝ) :
    c * deriv (deriv (pwEnergy c e0 e1 a)) 0 = a * deriv (deriv spinInterp) 0 := by
  obtain ⟨k, hk⟩ : ∃ k, k = e1 - e0 - a / c := ⟨_, rfl⟩
  have hE : pwEnergy c e0 e1 a = fun x => e0 + spinInterp x * (a / c + k * x ^ 4) := by
    funext x
    rw [hk, pwEnergy]
    ring
  have hp (x : ℝ) : HasDerivAt (fun x : ℝ => a / c + k * x ^ 4) (k * (4 * x ^ 3)) x :=
    (((hasDerivAt_pow 4 x).const_mul k).const_add (a / c)).congr_deriv (by norm_num)
  have hq : HasDerivAt (fun x : ℝ => k * (4 * x ^ 3)) 0 0 :=
    (((hasDerivAt_pow 3 (0 : ℝ)).const_mul 4).const_mul k).congr_deriv (by norm_num)
  have hf {x : ℝ} (hl : -1 < x) (hr : x < 1) : HasDerivAt spinInterp (deriv spinInterp x) x :=
    (hasDerivAt_spinInterp hl hr).differentiableAt.hasDerivAt
  have hf2 : HasDerivAt (deriv spinInterp) (deriv (deriv spinInterp) 0) 0 :=
    (hasDerivAt_deriv_spinInterp (by norm_num) (by norm_num)).differentiableAt.hasDerivAt
  -- product rule, once near zero and once more at zero
  have h1 : deriv (pwEnergy c e0 e1 a) =ᶠ[𝓝 0] fun x =>
      deriv spinInterp x * (a / c + k * x ^ 4) + spinInterp x * (k * (4 * x ^ 3)) := by
    filter_upwards [Ioo_mem_nhds (show (-1 : ℝ) < 0 by norm_num) one_pos] with x hx
    rw [hE]
    exact (((hf hx.1 hx.2).fun_mul (hp x)).const_add e0).deriv
  have h2 := (hf2.fun_mul (hp 0)).fun_add
    ((hf (x := 0) (by norm_num) (by norm_num)).fun_mul hq)
  rw [(h2.congr_of_eventuallyEq h1).deriv]
  have hca : c * (a / c) = a := by field_simp
  linear_combination deriv (deriv spinInterp) 0 * hca
```

### (j) The error in the stiffness

For c = 1.709921 and a ≠ 0, show that

3·10⁻⁸ |a| < |E″(0) − a| < 5·10⁻⁸ |a|.

Set r = (c − f″(0))/c. By (i),

E″(0) − a = −a r.

Dividing the bounds in (e) by c gives 3·10⁻⁸ < r < 5·10⁻⁸; multiply by |a| > 0. Without a ≠ 0 the claim fails: at a = 0 it would read 0 < 0.

```lean
/-- With the constant 1.709921, the curvature of the PW92 form at zero polarization misses a
nonzero spin stiffness `a` by a relative error between 3e-8 and 5e-8. -/
theorem pw92_stiffness_error (e0 e1 : ℝ) {a : ℝ} (ha : a ≠ 0) :
    3e-8 * |a| < |deriv (deriv (pwEnergy 1.709921 e0 e1 a)) 0 - a| ∧
      |deriv (deriv (pwEnergy 1.709921 e0 e1 a)) 0 - a| < 5e-8 * |a| := by
  obtain ⟨hl, hu⟩ := pw92_constant_error
  have h := pwEnergy_curvature (c := 1.709921) (by norm_num) e0 e1 a
  obtain ⟨r, hr⟩ : ∃ r, r = (1.709921 - deriv (deriv spinInterp) 0) / 1.709921 := ⟨_, rfl⟩
  have r1 : 3e-8 < r := by rw [hr, lt_div_iff₀ (by norm_num)]; linarith
  have r2 : r < 5e-8 := by rw [hr, div_lt_iff₀ (by norm_num)]; linarith
  have e : deriv (deriv (pwEnergy 1.709921 e0 e1 a)) 0 - a = -(a * r) := by
    rw [hr]
    linear_combination h / 1.709921
  have hr0 : 0 < r := lt_trans (by norm_num) r1
  have ha' : 0 < |a| := abs_pos.2 ha
  rw [e, abs_neg, abs_mul, abs_of_pos hr0, mul_comm |a| r]
  exact ⟨mul_lt_mul_of_pos_right r1 ha', mul_lt_mul_of_pos_right r2 ha'⟩

end

end SpinInterpolation
```

```lean
#print axioms SpinInterpolation.tendsto_slope
-- 'SpinInterpolation.tendsto_slope' depends on axioms: [propext, Classical.choice, Quot.sound]
#print axioms SpinInterpolation.tendsto_curvature_atTop
-- 'SpinInterpolation.tendsto_curvature_atTop' depends on axioms: [propext, Classical.choice, Quot.sound]
#print axioms SpinInterpolation.pwEnergy_curvature
-- 'SpinInterpolation.pwEnergy_curvature' depends on axioms: [propext, Classical.choice, Quot.sound]
#print axioms SpinInterpolation.pw92_stiffness_error
-- 'SpinInterpolation.pw92_stiffness_error' depends on axioms: [propext, Classical.choice, Quot.sound]
```
